# Under an exact inverse-cube law, the helium 1/N and 1/X³ extrapolations differ at order X⁻⁴

For helium energies that follow $E_X=E+A/X^3$ exactly in the cc-pVXZ basis sets, two-point extrapolation in $1/X^3$ returns the limit $E$, but extrapolation in the inverse basis size $1/N$ misses it by about $-A/(2X^4)$ when $X$, the larger cardinal number, is large. I see this with synthetic data. Since $N$ grows like $X^3/3$, shouldn't the two agree? Where does the difference come from?

## The quadratic term in the basis size

The basis size is not proportional to $X^3$. Helium cc-pVXZ has $X-l$ shells of each angular momentum $l<X$, so

$$N(X)=\sum_{l<X}(X-l)(2l+1)=\frac{X(X+1)(2X+1)}{6}=\frac{X^3}{3}+\frac{X^2}{2}+\frac X6 .$$

The $X^2$ term produces the difference at order $X^{-4}$. To see how, let the two cardinal numbers be $n$ and $n+1=X$. Going from one to the other adds one shell for every $l\le n$, hence $\sum_{l\le n}(2l+1)=(n+1)^2$ functions. Summing these squares gives the closed form above.

For any energies $e_n$, write $\Delta=e_{n+1}-e_n$. The inverse-size estimate is

$$F=\frac{N(n+1)e_{n+1}-N(n)e_n}{(n+1)^2}=e_{n+1}+\frac{n(2n+1)}{6(n+1)}\,\Delta ,$$

and the inverse-cube estimate is

$$C=\frac{(n+1)^3e_{n+1}-n^3e_n}{(n+1)^3-n^3}=e_{n+1}+\frac{n^3}{3n^2+3n+1}\,\Delta .$$

Subtracting,

$$F-C=\frac{n(3n^2+5n+1)}{6(n+1)(3n^2+3n+1)}\,\Delta ,$$

where the prefactor tends to $1/6$. If the quadratic term of $N$ were $bX^2$ instead of $X^2/2$, the same subtraction would give a prefactor tending to $b/3$, so the limit $1/6$ comes from the $X^2$ term alone.

Now insert $e_n=E+A/n^3$ with $n\ge1$. In the numerator of $C$ the two $A$ terms cancel, so $C=E$. The increment is $\Delta=-A(3n^2+3n+1)/\big(n^3(n+1)^3\big)$, and therefore

$$F-E=-\frac{A(3n^2+5n+1)}{6(n+1)^4n^2},\qquad (n+1)^4(F-E)=-\frac A6\left(3+\frac5n+\frac1{n^2}\right)\to-\frac A2 .$$

For $A>0$, $F$ lies strictly below $E$ at every $n\ge1$. The smallest case of the formula, $n=1$, has $N=1$ and $5$ and gives $F-E=-3A/32$; it is only a check on the algebra, since there is no cc-pVXZ set with $X=1$. Multiplied by $2^4$ this is $-3A/2$, three times the limiting value. The double- and triple-zeta pair, $n=2$, gives $-23A/1944$.

## What the Lean theorems say

Energies are an arbitrary sequence `e : ℕ → ℝ`, in any unit. `basisSize` is the shell sum, `inverseSizeEstimate` is $F$, and `inverseCubeEstimate` is $C$. Both estimates take the smaller cardinal number `n` as argument, so the scaling factor is `(n + 1) ^ 4`. `gapWeight` is the prefactor of $\Delta$ in $F-C$; it has nothing to do with a band gap.

`inverseSizeEstimate_tendsto` and `extrapolations_differ` state that $(n+1)^4(F-E)$ and $(n+1)^4(F-C)$ tend to $-A/2$. Both use `cubicEnergy`, which postulates the inverse-cube law. Physically, this law represents the slow convergence of the correlation energy caused by the electron–electron cusp, and $A$ is the amplitude of the basis-set error. The Hartree–Fock part of a total energy converges much faster and does not follow this law.

Computed energies follow the law only approximately, and that is the step from the model to a real calculation. `scaled_gap_tendsto` needs less: if $X^p\Delta\to L$, then $X^p(F-C)\to L/6$. An extra $B/X^4$ in the energy leaves $X^4\Delta\to-3A$, so the two estimates still differ by $-A/(2X^4)$ to leading order, but $C$ then has an $X^{-4}$ error too.

For any quantity computed in these helium basis sets, such as a correlation energy or a GW quasiparticle energy, `estimate_gap` gives the difference between the two two-point extrapolations exactly: the last increment times a weight that depends only on $n$. For another basis family the weight has to be recomputed from its own $N(X)$.

```lean
import Mathlib

open Filter Topology

namespace HeliumBasisExtrapolation

noncomputable section

/-- Number of functions in the helium cc-pVXZ basis: `X - l` shells of each angular
momentum `l < X`, each with `2l + 1` components. -/
def basisSize (X : ℕ) : ℝ :=
  ∑ l ∈ Finset.range X, ((X : ℝ) - l) * (2 * l + 1)

/-- Two-point extrapolation, linear in the inverse basis size, from the energies `e` at
cardinal numbers `n` and `n + 1`. -/
def inverseSizeEstimate (e : ℕ → ℝ) (n : ℕ) : ℝ :=
  (basisSize (n + 1) * e (n + 1) - basisSize n * e n) / (basisSize (n + 1) - basisSize n)

/-- Two-point extrapolation, linear in the inverse cube of the cardinal number, from the
energies `e` at cardinal numbers `n` and `n + 1`. -/
def inverseCubeEstimate (e : ℕ → ℝ) (n : ℕ) : ℝ :=
  (((n : ℝ) + 1) ^ 3 * e (n + 1) - (n : ℝ) ^ 3 * e n) / (((n : ℝ) + 1) ^ 3 - (n : ℝ) ^ 3)

/-- The inverse-cube convergence law `E + A / X ^ 3`, for cardinal numbers `X ≥ 1`. -/
def cubicEnergy (E A : ℝ) (X : ℕ) : ℝ := E + A / (X : ℝ) ^ 3

/-- The factor multiplying the last energy increment in the difference between the
two extrapolations. -/
def gapWeight (n : ℕ) : ℝ :=
  (n : ℝ) * (3 * (n : ℝ) ^ 2 + 5 * n + 1) / (6 * ((n : ℝ) + 1) * (3 * (n : ℝ) ^ 2 + 3 * n + 1))

/-- Raising the cardinal number from `n` to `n + 1` adds `(n + 1) ^ 2` basis functions. -/
theorem basisSize_succ (n : ℕ) : basisSize (n + 1) = basisSize n + ((n : ℝ) + 1) ^ 2 := by
  have odd : ∀ m : ℕ, ∑ l ∈ Finset.range m, (2 * (l : ℝ) + 1) = (m : ℝ) ^ 2 := by
    intro m
    induction m with
    | zero => simp
    | succ m ih => rw [Finset.sum_range_succ, ih]; push_cast; ring
  -- every old angular momentum gains one shell, and one new angular momentum appears
  have split : basisSize (n + 1) =
      ∑ l ∈ Finset.range (n + 1), ((n : ℝ) - l) * (2 * l + 1) +
        ∑ l ∈ Finset.range (n + 1), (2 * (l : ℝ) + 1) := by
    unfold basisSize
    rw [← Finset.sum_add_distrib]
    refine Finset.sum_congr rfl fun l _ => ?_
    push_cast
    ring
  rw [split, odd, Finset.sum_range_succ]
  unfold basisSize
  push_cast
  ring

/-- The inverse-size estimate is the energy in the larger basis plus an explicit multiple
of the last energy increment. -/
theorem inverseSizeEstimate_eq (e : ℕ → ℝ) (n : ℕ) :
    inverseSizeEstimate e n =
      e (n + 1) + (n : ℝ) * (2 * n + 1) / (6 * ((n : ℝ) + 1)) * (e (n + 1) - e n) := by
  have closed : ∀ m : ℕ, basisSize m = (m : ℝ) * (m + 1) * (2 * m + 1) / 6 := by
    intro m
    induction m with
    | zero => simp [basisSize]
    | succ m ih => rw [basisSize_succ, ih]; push_cast; ring
  have hn : (n : ℝ) + 1 ≠ 0 := by positivity
  unfold inverseSizeEstimate
  rw [basisSize_succ, add_sub_cancel_left, closed n]
  field_simp
  ring

/-- For arbitrary energies, the two extrapolations differ by `gapWeight n` times the last
energy increment. -/
theorem estimate_gap (e : ℕ → ℝ) (n : ℕ) :
    inverseSizeEstimate e n - inverseCubeEstimate e n = gapWeight n * (e (n + 1) - e n) := by
  have hn : (n : ℝ) + 1 ≠ 0 := by positivity
  have hd : 3 * (n : ℝ) ^ 2 + 3 * n + 1 ≠ 0 := by positivity
  rw [inverseSizeEstimate_eq, inverseCubeEstimate, gapWeight,
    show ((n : ℝ) + 1) ^ 3 - (n : ℝ) ^ 3 = 3 * (n : ℝ) ^ 2 + 3 * n + 1 by ring]
  field_simp
  ring

/-- If the last energy increment, scaled by the `p`-th power of the larger cardinal number,
tends to `L`, then the equally scaled gap between the two extrapolations tends to `L / 6`. -/
theorem scaled_gap_tendsto (e : ℕ → ℝ) (p : ℕ) (L : ℝ)
    (h : Tendsto (fun n : ℕ => ((n : ℝ) + 1) ^ p * (e (n + 1) - e n)) atTop (𝓝 L)) :
    Tendsto (fun n : ℕ => ((n : ℝ) + 1) ^ p *
      (inverseSizeEstimate e n - inverseCubeEstimate e n)) atTop (𝓝 (L / 6)) := by
  -- the weight is a continuous function of u = 1 / (n + 1), with value 1/6 at u = 0
  have hu : Tendsto (fun n : ℕ => 1 / ((n : ℝ) + 1)) atTop (𝓝 0) :=
    tendsto_one_div_add_atTop_nhds_zero_nat
  have hg : ContinuousAt
      (fun u : ℝ => (1 - u) * (3 - u - u ^ 2) / (6 * (3 - 3 * u + u ^ 2))) 0 :=
    ContinuousAt.div (by fun_prop) (by fun_prop) (by norm_num)
  have hw : Tendsto gapWeight atTop (𝓝 (1 / 6)) := by
    have h0 : (1 - (0 : ℝ)) * (3 - 0 - 0 ^ 2) / (6 * (3 - 3 * 0 + 0 ^ 2)) = 1 / 6 := by
      norm_num
    rw [← h0]
    refine (hg.tendsto.comp hu).congr fun n => ?_
    have hn : (n : ℝ) + 1 ≠ 0 := by positivity
    have hd : 3 * (n : ℝ) ^ 2 + 3 * n + 1 ≠ 0 := by positivity
    have hq : 3 - 3 * (1 / ((n : ℝ) + 1)) + (1 / ((n : ℝ) + 1)) ^ 2 =
        (3 * (n : ℝ) ^ 2 + 3 * n + 1) / ((n : ℝ) + 1) ^ 2 := by
      field_simp
      ring
    simp only [Function.comp_apply, gapWeight]
    rw [hq]
    field_simp
    ring
  have hm := hw.mul h
  rw [show L / 6 = 1 / 6 * L by ring]
  refine hm.congr fun n => ?_
  rw [estimate_gap]
  ring

/-- Under the inverse-cube law, the inverse-cube estimate from cardinal numbers `n ≥ 1` and
`n + 1` returns the basis-set limit `E` exactly. -/
theorem inverseCubeEstimate_exact (E A : ℝ) {n : ℕ} (hn : 1 ≤ n) :
    inverseCubeEstimate (cubicEnergy E A) n = E := by
  have h0 : (0 : ℝ) < n := by exact_mod_cast hn
  have hd : ((n : ℝ) + 1) ^ 3 - (n : ℝ) ^ 3 ≠ 0 := by
    rw [show ((n : ℝ) + 1) ^ 3 - (n : ℝ) ^ 3 = 3 * (n : ℝ) ^ 2 + 3 * n + 1 by ring]
    positivity
  have h1 : ((n : ℝ) + 1) ^ 3 * (A / ((n : ℝ) + 1) ^ 3) = A := by field_simp
  have h2 : (n : ℝ) ^ 3 * (A / (n : ℝ) ^ 3) = A := by field_simp
  unfold inverseCubeEstimate cubicEnergy
  rw [div_eq_iff hd]
  push_cast
  linear_combination h1 - h2

/-- Exact error of the inverse-size estimate under the inverse-cube law, for cardinal
numbers `n ≥ 1` and `n + 1`. -/
theorem inverseSizeEstimate_error (E A : ℝ) {n : ℕ} (hn : 1 ≤ n) :
    inverseSizeEstimate (cubicEnergy E A) n - E =
      -(A * (3 * (n : ℝ) ^ 2 + 5 * n + 1) / (6 * ((n : ℝ) + 1) ^ 4 * (n : ℝ) ^ 2)) := by
  have h0 : (0 : ℝ) < n := by exact_mod_cast hn
  have h1 : (n : ℝ) + 1 ≠ 0 := by positivity
  rw [inverseSizeEstimate_eq]
  simp only [cubicEnergy]
  push_cast
  field_simp
  ring

/-- If the energies approach the limit `E` from above by the inverse-cube law (`A > 0`), the
inverse-size estimate from cardinal numbers `n ≥ 1` and `n + 1` lies strictly below `E`. -/
theorem inverseSizeEstimate_lt (E A : ℝ) (hA : 0 < A) {n : ℕ} (hn : 1 ≤ n) :
    inverseSizeEstimate (cubicEnergy E A) n < E := by
  have h0 : (0 : ℝ) < n := by exact_mod_cast hn
  have herr := inverseSizeEstimate_error E A hn
  have hpos : 0 < A * (3 * (n : ℝ) ^ 2 + 5 * n + 1) /
      (6 * ((n : ℝ) + 1) ^ 4 * (n : ℝ) ^ 2) := by positivity
  linarith

/-- Under the inverse-cube law, the error of the inverse-size estimate times the fourth power
of the larger cardinal number `X = n + 1` tends to `-A / 2`. -/
theorem inverseSizeEstimate_tendsto (E A : ℝ) :
    Tendsto (fun n : ℕ => ((n : ℝ) + 1) ^ 4 *
      (inverseSizeEstimate (cubicEnergy E A) n - E)) atTop (𝓝 (-A / 2)) := by
  have hv : Tendsto (fun n : ℕ => 1 / (n : ℝ)) atTop (𝓝 0) :=
    tendsto_one_div_atTop_nhds_zero_nat
  have hc : Continuous (fun v : ℝ => -A * (3 + 5 * v + v ^ 2) / 6) := by fun_prop
  have h0 : -A * (3 + 5 * 0 + 0 ^ 2) / 6 = -A / 2 := by ring
  rw [← h0]
  -- the scaled error is a polynomial in 1 / n
  refine ((hc.tendsto 0).comp hv).congr' ?_
  filter_upwards [eventually_ge_atTop 1] with n hn
  have hp : (0 : ℝ) < n := by exact_mod_cast hn
  have h1 : (n : ℝ) + 1 ≠ 0 := by positivity
  rw [inverseSizeEstimate_error E A hn]
  simp only [Function.comp_apply]
  field_simp

/-- Under the inverse-cube law, the difference between the inverse-size and inverse-cube
estimates times the fourth power of the larger cardinal number tends to `-A / 2`. -/
theorem extrapolations_differ (E A : ℝ) :
    Tendsto (fun n : ℕ => ((n : ℝ) + 1) ^ 4 *
      (inverseSizeEstimate (cubicEnergy E A) n - inverseCubeEstimate (cubicEnergy E A) n))
      atTop (𝓝 (-A / 2)) := by
  refine (inverseSizeEstimate_tendsto E A).congr' ?_
  filter_upwards [eventually_ge_atTop 1] with n hn
  rw [inverseCubeEstimate_exact E A hn]

end

end HeliumBasisExtrapolation
```

```lean
#print axioms HeliumBasisExtrapolation.scaled_gap_tendsto
-- 'HeliumBasisExtrapolation.scaled_gap_tendsto' depends on axioms: [propext, Classical.choice, Quot.sound]
#print axioms HeliumBasisExtrapolation.inverseCubeEstimate_exact
-- 'HeliumBasisExtrapolation.inverseCubeEstimate_exact' depends on axioms: [propext, Classical.choice, Quot.sound]
#print axioms HeliumBasisExtrapolation.inverseSizeEstimate_lt
-- 'HeliumBasisExtrapolation.inverseSizeEstimate_lt' depends on axioms: [propext, Classical.choice, Quot.sound]
#print axioms HeliumBasisExtrapolation.extrapolations_differ
-- 'HeliumBasisExtrapolation.extrapolations_differ' depends on axioms: [propext, Classical.choice, Quot.sound]
```

## From the shell count to the limits

`basisSize_succ` splits the larger sum into the old shells and one new shell per angular momentum; an induction gives the sum of odd numbers. `inverseSizeEstimate_eq` proves the closed form of $N$ by a second induction and rewrites $F$ in terms of $\Delta$. `estimate_gap` then subtracts $C$, with `field_simp` clearing denominators and `ring` checking the polynomial identity.

For `scaled_gap_tendsto`, the prefactor is written as a function of $u=1/(n+1)$ that is continuous at $u=0$, where it equals $1/6$; the product of limits does the rest.

`inverseCubeEstimate_exact` carries out the cancellation of the $A$ terms through `linear_combination`. `inverseSizeEstimate_error` is the explicit formula for $F-E$, and `inverseSizeEstimate_lt` reads off its sign. For the limit, `inverseSizeEstimate_tendsto` treats the scaled error as a polynomial in $1/n$, using `filter_upwards` to restrict to $n\ge1$. `extrapolations_differ` replaces $E$ by $C$ in that result.
